# The Langmuir–McLean isotherm as the unique free-energy minimum of non-interacting boundary sites

A segregation calculation, say for a solute at a grain boundary, delivers an energy E, counted here as negative if the solute prefers the boundary to the bulk. To estimate how much solute the boundary holds at temperature T (in energy units), one can insert E into

x/(1−x) = c/(1−c) · exp(−E/T)

and solve for the boundary fraction x, with c the solute fraction in the bulk. The theorems below justify this step for independent, equivalent sites in contact with an ideal bulk solution of fixed composition: the formula picks out the only minimum of the site free energy. They also say how x responds to temperature.

## Free energy and occupation of a site

```lean
import Mathlib

open Set Filter Topology

namespace LangmuirMcLean

noncomputable section
```

The first line loads the mathematical library Mathlib. The `open` line permits short names such as `Ioo 0 1` for the open interval (0,1), where all occupations and bulk fractions will lie.

```lean
/-- Free energy per boundary site at solute occupation `x` in `(0,1)`: segregation energy `E`,
mixing entropy at temperature `T` (in energy units), and exchange with a bulk of solute
fraction `c` in `(0,1)`. -/
def freeEnergy (E T c x : ℝ) : ℝ :=
  x * E + T * (x * Real.log x + (1 - x) * Real.log (1 - x)) - x * T * Real.log (c / (1 - c))
```

This defines a real function of four real numbers:

f(x) = xE + T[x ln x + (1−x) ln(1−x)] − xT ln(c/(1−c)).

Here E is the energy change when a solute atom from the bulk trades places with a solvent atom at the boundary, so a negative E favours segregation. T is in energy units, that is, Boltzmann's constant times the temperature. The bracket is minus the ideal mixing entropy of a site occupied with probability x. The last term is the contribution of the bulk mixing entropy when solute is taken from an ideal bulk solution and solvent is returned to it; the energy of this exchange is already in E.

This form of f is the physical input. It is postulated, not derived from counting configurations, and it contains one constant energy E and no interaction between solute atoms at the boundary.

```lean
/-- Boundary solute fraction for bulk fraction `c` in `(0,1)` and Boltzmann factor `b > 0`. -/
def siteFraction (c b : ℝ) : ℝ := c * b / (1 - c + c * b)
```

For a Boltzmann factor b > 0, this is the ratio equation already solved for the occupation:

x = cb/(1−c+cb).

The conditions on c and b are not part of the definition; the theorems state them where they need them.

```lean
/-- The Langmuir-McLean boundary fraction as a function of temperature `T > 0`, for segregation
energy `E` and bulk fraction `c` in `(0,1)`. -/
def mcLean (E c T : ℝ) : ℝ := siteFraction c (Real.exp (-E / T))
```

Now b is set to exp(−E/T). The argument T comes last, so `mcLean E c` is a function of temperature at fixed energy and bulk fraction. As an example, c = 0.01 and exp(−E/T) = 99 give x = 1/2: an energy of about −4.6 T fills half the sites from a one-per-cent bulk.

```lean
/-- The boundary fraction lies strictly between 0 and 1. -/
theorem siteFraction_mem {c b : ℝ} (hc : c ∈ Ioo (0 : ℝ) 1) (hb : 0 < b) :
    siteFraction c b ∈ Ioo (0 : ℝ) 1 := by
  have h1 : 0 < 1 - c := sub_pos.2 hc.2
  have h2 : 0 < c * b := mul_pos hc.1 hb
  have hD : 0 < 1 - c + c * b := add_pos h1 h2
  refine ⟨div_pos h2 hD, ?_⟩
  unfold siteFraction
  rw [div_lt_one hD]
  linarith
```

A theorem lists its hypotheses before the last colon and its conclusion after it; the proof follows `:=`. Here `hc` is the hypothesis 0 < c < 1, and `hc.1` and `hc.2` are its two halves. The conclusion is that the site fraction lies strictly between 0 and 1. By hand, 1−c and cb are both positive, so

0 < cb < 1−c+cb,

and dividing by the right-hand side gives the claim. Lean does the same.

```lean
/-- The ratio of solute to solvent at the boundary is the bulk ratio times the Boltzmann factor
exactly when the occupation is `siteFraction c b`. -/
theorem ratio_iff {c b x : ℝ} (hc : c ∈ Ioo (0 : ℝ) 1) (hb : 0 < b) (hx : x ∈ Ioo (0 : ℝ) 1) :
    x / (1 - x) = c / (1 - c) * b ↔ x = siteFraction c b := by
  have h1 : 0 < 1 - c := sub_pos.2 hc.2
  have hx1 : 0 < 1 - x := sub_pos.2 hx.2
  have hD : 0 < 1 - c + c * b := add_pos h1 (mul_pos hc.1 hb)
  unfold siteFraction
  rw [eq_div_iff hD.ne', div_mul_eq_mul_div, div_eq_div_iff hx1.ne' h1.ne']
  constructor <;> intro h <;> linear_combination h
```

For x in (0,1), the ratio equation holds exactly when x is the site fraction. Multiplying out the positive denominators turns

x/(1−x) = cb/(1−c)

into x(1−c) = cb(1−x), which rearranges to x(1−c+cb) = cb. Every step can be reversed. In the proof, the `rw` line clears the denominators, and `linear_combination h` checks the remaining rearrangement in both directions.

## Why there is only one minimum

```lean
/-- The relative entropy of two different site occupations is positive. -/
theorem relativeEntropy_pos {x y : ℝ} (hx : x ∈ Ioo (0 : ℝ) 1) (hy : y ∈ Ioo (0 : ℝ) 1)
    (hxy : x ≠ y) :
    0 < x * (Real.log x - Real.log y) + (1 - x) * (Real.log (1 - x) - Real.log (1 - y)) := by
  -- the strict bound log u < u - 1, weighted by the occupation
  have key : ∀ u v : ℝ, 0 < u → 0 < v → u ≠ v →
      u * (Real.log v - Real.log u) < v - u := by
    intro u v hu hv huv
    have hne : v / u ≠ 1 := by
      intro h
      rw [div_eq_iff hu.ne', one_mul] at h
      exact huv h.symm
    have h := Real.log_lt_sub_one_of_pos (div_pos hv hu) hne
    rw [Real.log_div hv.ne' hu.ne'] at h
    calc u * (Real.log v - Real.log u) < u * (v / u - 1) := mul_lt_mul_of_pos_left h hu
      _ = v - u := by rw [mul_sub, mul_div_cancel₀ v hu.ne', mul_one]
  have h1 := key x y hx.1 hy.1 hxy
  have h2 := key (1 - x) (1 - y) (sub_pos.2 hx.2) (sub_pos.2 hy.2)
    (fun h => hxy (by linarith))
  linarith
```

For two different occupations x and y in (0,1), define

D = x(ln x − ln y) + (1−x)(ln(1−x) − ln(1−y)).

This is the relative entropy of the two occupations, and the theorem says D > 0. The argument starts from ln r < r − 1, valid for positive r ≠ 1. With r = v/u and a factor u, it becomes

u(ln v − ln u) < v − u,

which is the statement called `key`. Use it once with u = x, v = y and once with u = 1−x, v = 1−y. The right-hand sides add up to (y−x) + (x−y) = 0, and the left-hand sides add up to −D. Hence −D < 0. The final `linarith` performs this addition.

```lean
/-- The free energy above its value at the Langmuir-McLean fraction is `T` times the relative
entropy of the two occupations. -/
theorem freeEnergy_excess {E T c : ℝ} (hc : c ∈ Ioo (0 : ℝ) 1) (hT : 0 < T) (x : ℝ) :
    freeEnergy E T c x - freeEnergy E T c (mcLean E c T) =
      T * (x * (Real.log x - Real.log (mcLean E c T))
        + (1 - x) * (Real.log (1 - x) - Real.log (1 - mcLean E c T))) := by
  have hy : mcLean E c T ∈ Ioo (0 : ℝ) 1 := siteFraction_mem hc (Real.exp_pos _)
  have hr := (ratio_iff hc (Real.exp_pos (-E / T)) hy).2 rfl
  generalize mcLean E c T = y at hy hr ⊢
  have hc0 : c / (1 - c) ≠ 0 := (div_pos hc.1 (sub_pos.2 hc.2)).ne'
  -- the logarithm of the isotherm is the balance of chemical potentials
  have hl := congrArg Real.log hr
  rw [Real.log_div hy.1.ne' (sub_pos.2 hy.2).ne', Real.log_mul hc0 (Real.exp_pos _).ne',
    Real.log_exp] at hl
  have hET : T * (-E / T) = -E := mul_div_cancel₀ (-E) hT.ne'
  unfold freeEnergy
  linear_combination (x - y) * T * hl + (x - y) * hET
```

Write y for the Langmuir–McLean fraction `mcLean E c T`. The theorem states that

f(x) − f(y) = T·D.

To see this, take the logarithm of the ratio equation for y:

ln y − ln(1−y) = ln(c/(1−c)) − E/T.

Multiplied by T, this is the balance of chemical potentials,

E − T ln(c/(1−c)) + T[ln y − ln(1−y)] = 0.

Next, subtract T·D from f(x) − f(y). The terms x ln x and (1−x) ln(1−x) cancel, and what remains is

(x−y) · {E − T ln(c/(1−c)) + T[ln y − ln(1−y)]}.

The brace is zero by the balance, so the identity follows.

In the proof, `generalize` introduces the short name y, `congrArg Real.log` takes the logarithm of both sides, and `hET` records that T·(−E/T) = −E. The last line gives the multiples of these equations whose sum is the required identity; the common factor x−y is the one found above.

```lean
/-- Langmuir-McLean isotherm: the free energy has exactly one minimiser on `(0,1)`, and an
occupation `x` is this minimiser if and only if `x/(1-x) = c/(1-c) exp(-E/T)`. -/
theorem langmuir_mcLean {E T c : ℝ} (hc : c ∈ Ioo (0 : ℝ) 1) (hT : 0 < T) :
    (∃! x, x ∈ Ioo (0 : ℝ) 1 ∧ IsMinOn (freeEnergy E T c) (Ioo 0 1) x) ∧
    ∀ x ∈ Ioo (0 : ℝ) 1, (IsMinOn (freeEnergy E T c) (Ioo 0 1) x ↔
      x / (1 - x) = c / (1 - c) * Real.exp (-E / T)) := by
  have hy : mcLean E c T ∈ Ioo (0 : ℝ) 1 := siteFraction_mem hc (Real.exp_pos _)
  have hlt : ∀ x ∈ Ioo (0 : ℝ) 1, x ≠ mcLean E c T →
      freeEnergy E T c (mcLean E c T) < freeEnergy E T c x := by
    intro x hx hne
    have h := mul_pos hT (relativeEntropy_pos hx hy hne)
    rw [← freeEnergy_excess hc hT x] at h
    exact sub_pos.1 h
  have hmin : IsMinOn (freeEnergy E T c) (Ioo 0 1) (mcLean E c T) := by
    rw [isMinOn_iff]
    intro x hx
    by_cases h : x = mcLean E c T
    · rw [h]
    · exact (hlt x hx h).le
  have huniq : ∀ x ∈ Ioo (0 : ℝ) 1, IsMinOn (freeEnergy E T c) (Ioo 0 1) x →
      x = mcLean E c T := by
    intro x hx hm
    by_contra h
    exact not_lt_of_ge (isMinOn_iff.1 hm _ hy) (hlt x hx h)
  refine ⟨⟨mcLean E c T, ⟨hy, hmin⟩, fun x hx => huniq x hx.1 hx.2⟩, fun x hx => ?_⟩
  rw [ratio_iff hc (Real.exp_pos _) hx]
  exact ⟨huniq x hx, fun h => by rw [h]; exact hmin⟩
```

This is the main theorem, for 0 < c < 1, T > 0 and E of either sign. The symbol `∃!` means "there is exactly one", and `IsMinOn (freeEnergy E T c) (Ioo 0 1) x` means that f(x) ≤ f(z) for every z in (0,1). The first part says that exactly one point of (0,1) minimises f. The second says that a point x of (0,1) is this minimiser if and only if

x/(1−x) = c/(1−c) · exp(−E/T).

The previous two results do the work. If x ≠ y, then f(x) − f(y) = T·D > 0; this is `hlt`. So y is a minimiser (`hmin`), and no other point can be one (`huniq`), since its free energy would lie above f(y). The solved ratio equation then turns "x = y" into the isotherm.

The textbook route sets f′(x) = 0 and notes that f″(x) = T/(x(1−x)) is positive. The proof here needs no derivatives, and its identity also gives the free-energy cost of any occupation away from equilibrium.

One error is easily made when writing such a statement: leaving out the condition `x ∈ Ioo (0 : ℝ) 1` beside `IsMinOn`. The latter compares f(x) with the values on the interval but does not require x itself to lie there. Lean's logarithm also has values at negative arguments, where it equals ln|x|. For c = 1/2, T > 0 and E < 0, the formula then tends to −∞ as x → ∞, so many meaningless "occupations" would count as minimisers and uniqueness would fail.

## Enrichment and its loss on heating

```lean
/-- The boundary fraction increases strictly with the Boltzmann factor. -/
theorem siteFraction_strictMonoOn {c : ℝ} (hc : c ∈ Ioo (0 : ℝ) 1) :
    StrictMonoOn (siteFraction c) (Ioi 0) := by
  intro a ha b hb hab
  have h1 : 0 < 1 - c := sub_pos.2 hc.2
  have hDa : 0 < 1 - c + c * a := add_pos h1 (mul_pos hc.1 ha)
  have hDb : 0 < 1 - c + c * b := add_pos h1 (mul_pos hc.1 hb)
  unfold siteFraction
  rw [div_lt_div_iff₀ hDa hDb]
  nlinarith [mul_pos (mul_pos hc.1 h1) (sub_pos.2 hab)]
```

At fixed c, the site fraction increases strictly with b on b > 0, the set written `Ioi 0`. For 0 < a < b, cross-multiplication reduces the claim to

ca(1−c+cb) < cb(1−c+ca).

The right side minus the left side is c(1−c)(b−a), which is positive. This product is the hint handed to `nlinarith`.

```lean
/-- The boundary is richer in solute than the bulk if and only if the segregation energy is
negative. -/
theorem enriched_iff {E T c : ℝ} (hc : c ∈ Ioo (0 : ℝ) 1) (hT : 0 < T) :
    c < mcLean E c T ↔ E < 0 := by
  have h1 : siteFraction c 1 = c := by simp [siteFraction]
  have h := (siteFraction_strictMonoOn hc).lt_iff_lt (mem_Ioi.2 one_pos)
    (mem_Ioi.2 (Real.exp_pos (-E / T)))
  rw [h1, Real.one_lt_exp_iff, lt_div_iff₀ hT, zero_mul, neg_pos] at h
  exact h
```

The boundary holds more solute than the bulk exactly when E < 0. At b = 1 the site fraction is c/(1−c+c) = c. Since it increases strictly with b, it exceeds c exactly when exp(−E/T) > 1, and for T > 0 this means E < 0. In the proof, `h1` is the value at b = 1, and `lt_iff_lt` applies the monotonicity in both directions.

```lean
/-- For negative segregation energy the boundary fraction decreases strictly with temperature. -/
theorem mcLean_strictAntiOn {E c : ℝ} (hc : c ∈ Ioo (0 : ℝ) 1) (hE : E < 0) :
    StrictAntiOn (mcLean E c) (Ioi 0) := by
  intro S hS T _ hST
  exact siteFraction_strictMonoOn hc (mem_Ioi.2 (Real.exp_pos _)) (mem_Ioi.2 (Real.exp_pos _))
    (Real.exp_lt_exp.2 (div_lt_div_of_pos_left (neg_pos.2 hE) hS hST))
```

For E < 0, heating strictly lowers the boundary fraction. The proof takes two temperatures 0 < S < T. Since −E is positive,

−E/T < −E/S,

so the Boltzmann factor is smaller at T than at S, and by the monotonicity in b so is the site fraction. The bulk fraction c is held fixed throughout.

```lean
/-- At high temperature the boundary fraction tends to the bulk fraction, for either sign of the
segregation energy. -/
theorem mcLean_tendsto_bulk (E c : ℝ) : Tendsto (mcLean E c) atTop (𝓝 c) := by
  have h0 : Tendsto (fun T : ℝ => -E / T) atTop (𝓝 0) :=
    tendsto_const_nhds.div_atTop tendsto_id
  have h1 : Tendsto (fun T : ℝ => Real.exp (-E / T)) atTop (𝓝 1) := by
    have h := (Real.continuous_exp.tendsto 0).comp h0
    rw [Real.exp_zero] at h
    exact h
  have h2 := (h1.const_mul c).div ((h1.const_mul c).const_add (1 - c)) (by simp)
  have e : c * 1 / (1 - c + c * 1) = c := by simp
  rw [e] at h2
  exact h2
```

`Tendsto (mcLean E c) atTop (𝓝 c)` reads "`mcLean E c T` tends to c as T → ∞". The exponent −E/T tends to 0 and the Boltzmann factor to 1, so

cb/(1−c+cb) → c/(1−c+c) = c.

The sign of E plays no role. The steps `h0`, `h1` and `h2` are the limits of the exponent, the Boltzmann factor and the quotient.

The limit rests on E/T tending to 0, which a constant E ensures. A different model would use a segregation free energy E − TΔS, with a constant excess entropy ΔS in units of Boltzmann's constant, for instance from vibrations. The ratio x/(1−x) would then gain a factor exp(ΔS). For E < 0 the fraction would still fall with temperature, but its high-temperature limit would differ from c whenever ΔS ≠ 0, and the condition for enrichment would become E < TΔS.

```lean
/-- For negative segregation energy the boundary fraction tends to 1 as the temperature tends to
zero from above. -/
theorem mcLean_tendsto_one {E c : ℝ} (hc : c ∈ Ioo (0 : ℝ) 1) (hE : E < 0) :
    Tendsto (mcLean E c) (𝓝[>] 0) (𝓝 1) := by
  have h0 : Tendsto (fun T : ℝ => -E / T) (𝓝[>] 0) atTop := by
    simpa only [div_eq_mul_inv] using
      Tendsto.const_mul_atTop (neg_pos.2 hE) (tendsto_inv_nhdsGT_zero (𝕜 := ℝ))
  have hD : Tendsto (fun T : ℝ => 1 - c + c * Real.exp (-E / T)) (𝓝[>] 0) atTop :=
    tendsto_atTop_add_const_left _ (1 - c)
      (Tendsto.const_mul_atTop hc.1 (Real.tendsto_exp_atTop.comp h0))
  -- the solvent fraction left at the boundary vanishes
  have h := ((tendsto_const_nhds (x := 1 - c)).div_atTop hD).const_sub 1
  rw [sub_zero] at h
  refine h.congr (fun T => ?_)
  have hpos : 0 < 1 - c + c * Real.exp (-E / T) :=
    add_pos (sub_pos.2 hc.2) (mul_pos hc.1 (Real.exp_pos _))
  unfold mcLean siteFraction
  rw [eq_div_iff hpos.ne', sub_mul, div_mul_cancel₀ _ hpos.ne']
  ring

end

end LangmuirMcLean
```

The notation `𝓝[>] 0` means that T approaches 0 from above. For E < 0 the boundary then fills completely. The solvent fraction left at the boundary is

1 − x = (1−c)/(1−c+cb).

As T → 0⁺, −E/T grows without bound, and so do b and the denominator. The solvent fraction therefore vanishes and x → 1. The proof follows this route: `h0` treats the exponent, `hD` the denominator, and the closing lines identify one minus the solvent fraction with `mcLean E c T`.

The limit is taken at constant c. A real alloy may precipitate solute on cooling, and the bulk fraction would then change as well. Depletion of a small bulk and a spread of site energies likewise call for a larger model than this one.

```lean
#print axioms LangmuirMcLean.langmuir_mcLean
#print axioms LangmuirMcLean.mcLean_strictAntiOn
#print axioms LangmuirMcLean.mcLean_tendsto_bulk
#print axioms LangmuirMcLean.mcLean_tendsto_one
```

```
'LangmuirMcLean.langmuir_mcLean' depends on axioms: [propext, Classical.choice, Quot.sound]
'LangmuirMcLean.mcLean_strictAntiOn' depends on axioms: [propext, Classical.choice, Quot.sound]
'LangmuirMcLean.mcLean_tendsto_bulk' depends on axioms: [propext, Classical.choice, Quot.sound]
'LangmuirMcLean.mcLean_tendsto_one' depends on axioms: [propext, Classical.choice, Quot.sound]
```
